# The exchange trace tr(P K(P)) can be negative when P is indefinite

With two-electron integrals built from real symmetric factors, the exchange matrix K(P) is the sum of the products BPB over the factors B. The declaration `exchange_negative_of_indefinite` takes a two-orbital example with a single factor B, which has rows (0, 1) and (1, 0), and P = diag(1, −1), and states that the trace of P K(P) is −2. This P is symmetric but has a negative eigenvalue, so it is not a positive semidefinite density matrix, and the trace carries no energy prefactor. The attempt unfolds the definitions and leaves the whole evaluation to one `norm_num` call.

This version doesn't compile in Lean 4 with Mathlib:

```lean
import Mathlib

open Matrix
open scoped MatrixOrder

namespace ExchangeNegativeOfIndefinite

variable {n ι : Type*} [Fintype n] [Fintype ι]

/-- Two-electron integrals assembled from factors:
`g(p,q,r,s) = ∑ L, B^L_pq B^L_rs`. -/
def factorisedIntegrals (B : ι → Matrix n n ℝ) (p q r s : n) : ℝ :=
  ∑ L, B L p q * B L r s

/-- The exchange matrix `K(P)_pq = ∑ r s, g(p,r,q,s) P_rs`. -/
def exchangeMatrix (g : n → n → n → n → ℝ) (P : Matrix n n ℝ) : Matrix n n ℝ :=
  Matrix.of fun p q => ∑ r, ∑ s, g p r q s * P r s

/-- For symmetric factors the exchange matrix is `∑ L, B^L P B^L`. -/
theorem exchangeMatrix_factorised (B : ι → Matrix n n ℝ) (hB : ∀ L, (B L)ᵀ = B L)
    (P : Matrix n n ℝ) :
    exchangeMatrix (factorisedIntegrals B) P = ∑ L, B L * P * B L := by
  have hs : ∀ L r s, B L r s = B L s r := fun L r s => congrFun (congrFun (hB L) s) r
  ext p q
  simp only [exchangeMatrix, factorisedIntegrals, Matrix.of_apply, Matrix.sum_apply,
    Matrix.mul_apply, Finset.sum_mul]
  symm
  -- bring both sides to the order s, r, L of summation
  refine Finset.sum_comm.trans (Eq.trans ?_ Finset.sum_comm)
  refine Finset.sum_congr rfl fun s _ => ?_
  refine Finset.sum_comm.trans (Finset.sum_congr rfl fun r _ => ?_)
  refine Finset.sum_congr rfl fun L _ => ?_
  rw [hs L s q]
  ring

/-- For symmetric factors, `trace(P K(P)) = ∑ L, trace(P B^L P B^L)`. -/
theorem trace_exchange (B : ι → Matrix n n ℝ) (hB : ∀ L, (B L)ᵀ = B L)
    (P : Matrix n n ℝ) :
    (P * exchangeMatrix (factorisedIntegrals B) P).trace
      = ∑ L, (P * B L * P * B L).trace := by
  rw [exchangeMatrix_factorised B hB]
  simp only [Finset.mul_sum, Matrix.trace_sum, Matrix.mul_assoc]

/-- For the indefinite symmetric matrix `P = diag(1, -1)` and the single symmetric factor
with rows `(0, 1)` and `(1, 0)`, the exchange trace is `-2`. -/
theorem exchange_negative_of_indefinite :
    ((!![1, 0; 0, -1] : Matrix (Fin 2) (Fin 2) ℝ) *
      exchangeMatrix (factorisedIntegrals fun _ : Unit => !![0, 1; 1, 0])
        !![1, 0; 0, -1]).trace = -2 := by
  norm_num [exchangeMatrix, factorisedIntegrals, Matrix.trace_fin_two, Matrix.mul_apply,
    Fin.sum_univ_two]

end ExchangeNegativeOfIndefinite
```

The compiler's answer:

```
Main.lean:49:39: error: unsolved goals
⊢ vecHead
        (fun p q =>
          vecCons 0 (fun i => 1) p * vecCons 0 (fun i => 1) q + -(vecCons 1 (fun i => 0) p * vecCons 1 (fun i => 0) q))
        0 +
      -vecHead
          (vecTail fun p q =>
            vecCons 0 (fun i => 1) p * vecCons 0 (fun i => 1) q +
              -(vecCons 1 (fun i => 0) p * vecCons 1 (fun i => 0) q))
          1 =
    -2
```

After these edits no error is left:

```diff
@@ -48,6 +48,9 @@
       exchangeMatrix (factorisedIntegrals fun _ : Unit => !![0, 1; 1, 0])
         !![1, 0; 0, -1]).trace = -2 := by
-  norm_num [exchangeMatrix, factorisedIntegrals, Matrix.trace_fin_two, Matrix.mul_apply,
-    Fin.sum_univ_two]
+  rw [trace_exchange (fun _ : Unit => (!![0, 1; 1, 0] : Matrix (Fin 2) (Fin 2) ℝ))
+    (fun _ => by ext i j; fin_cases i <;> fin_cases j <;> rfl)]
+  simp only [Finset.univ_unique, Finset.sum_singleton, Matrix.mul_fin_two,
+    Matrix.trace_fin_two_of]
+  norm_num
 
 end ExchangeNegativeOfIndefinite
```

Cause. The error says that `norm_num` stopped with a goal still open. That goal is true: its two terms are each −1. What is missing is the evaluation of the entries.

The left factor of the product is a matrix literal, but the exchange matrix has been unfolded to a function `fun p q => ...`. The product was expanded in the style used for literals, which picks out rows of the right factor with `vecHead` and `vecTail`. Simplification did not reduce these when applied to a bare function, so the indices 0 and 1 never reached `p` and `q`, and no arithmetic could follow.

The repair first rewrites with `trace_exchange`, proving the factor's symmetry entry by entry. The trace becomes a sum over `Unit` of the trace of PBPB, in which every matrix is an explicit 2 × 2 literal. `Finset.univ_unique` and `Finset.sum_singleton` reduce the sum to its one term, `Matrix.mul_fin_two` multiplies the literals, and `Matrix.trace_fin_two_of` takes the trace. Only arithmetic on numbers is left for `norm_num`.
